# Symmetric and asymmetric time slices give equal fermion determinants and conjugate Green functions

Take lattice fermions in a fixed auxiliary field, with a single step τ in imaginary time. The hopping matrix K and the interaction matrix D enter the step as separate factors, and the hopping factor can stand on one side or be shared between both:

B = exp(−τK) D

C = exp(−τK/2) D exp(−τK/2)

Do the two choices give this field the same statistical weight, and do they give the same measured values? With S = exp(τK/2),

S B S⁻¹ = exp(τK/2) exp(−τK) D exp(−τK/2) = C,

so 1 + C = S(1 + B)S⁻¹, and the fermion determinants det(1 + C) and det(1 + B), through which the slices enter the weight of the field, agree. The Green functions (1 + C)⁻¹ and (1 + B)⁻¹ are conjugate by S, which in general makes them different matrices. A one-body measurement is therefore sure to agree when its matrix commutes with K.

The same holds for any number of slices. In determinant quantum Monte Carlo on a finite lattice, changing the slice form thus leaves the determinant of each field configuration unchanged, and with it the hopping energy and the particle number measured in that configuration.

## Slices and their ordered products

The finite set `n` labels the single-particle orbitals, for instance the sites for one spin species. All matrices are complex and indexed by `n`.

```lean
import Mathlib

open Matrix

namespace DeterminantQMCSymmetricSlices

variable {n : Type*} [Fintype n] [DecidableEq n]
```

The propagator over imaginary time s is

exp(−sK).

It is called `hop K s`; despite the name, it is the exponential and not the hopping matrix itself. The minus sign in the definition means that S = exp(τK/2) is written `hop K (-(τ / 2))`, and S⁻¹ is `hop K (τ / 2)`. K need not be Hermitian, and the real number τ may have either sign.

```lean
/-- The one-body propagator `exp(-s K)` of the hopping matrix `K` over imaginary time `s`. -/
noncomputable def hop (K : Matrix n n ℂ) (s : ℝ) : Matrix n n ℂ :=
  NormedSpace.exp ((-s) • K)
```

The asymmetric slice puts the whole hopping factor on the left:

B = exp(−τK) D.

In a simulation D is usually a diagonal matrix set by the auxiliary field. Here it may be any matrix, even a singular one.

```lean
/-- The asymmetric time slice `B = exp(-τ K) D`. -/
noncomputable def asymSlice (K : Matrix n n ℂ) (τ : ℝ) (D : Matrix n n ℂ) : Matrix n n ℂ :=
  hop K τ * D
```

The symmetric slice puts half of the hopping factor on each side:

C = exp(−τK/2) D exp(−τK/2).

```lean
/-- The symmetric time slice `C = exp(-τ K/2) D exp(-τ K/2)`. -/
noncomputable def symSlice (K : Matrix n n ℂ) (τ : ℝ) (D : Matrix n n ℂ) : Matrix n n ℂ :=
  hop K (τ / 2) * D * hop K (τ / 2)
```

For a sequence D_0, D_1, … of interaction matrices, write B_l and C_l for the slices built from D_l. The asymmetric product P_L of the first L slices has later slices on the left:

P_0 = 1, P_(l+1) = B_l P_l.

Slices are counted from 0, as in the Lean definition.

```lean
/-- The time-ordered product of the first `L` asymmetric slices, later slices on the left. -/
noncomputable def asymProduct (K : Matrix n n ℂ) (τ : ℝ) (D : ℕ → Matrix n n ℂ) :
    ℕ → Matrix n n ℂ
  | 0 => 1
  | l + 1 => asymSlice K τ (D l) * asymProduct K τ D l
```

The symmetric product Q_L follows the same rule:

Q_0 = 1, Q_(l+1) = C_l Q_l.

```lean
/-- The time-ordered product of the first `L` symmetric slices, later slices on the left. -/
noncomputable def symProduct (K : Matrix n n ℂ) (τ : ℝ) (D : ℕ → Matrix n n ℂ) :
    ℕ → Matrix n n ℂ
  | 0 => 1
  | l + 1 => symSlice K τ (D l) * symProduct K τ D l
```

The equal-time Green function of a slice product M is a matrix G with

(1 + M) G = 1.

For finite square matrices such a G is a two-sided inverse and is unique. Assuming `IsGreen M G` therefore assumes that 1 + M is invertible. In the convention G_ij = ⟨c_i c_j†⟩, the one-body observable Σ X_ij c_i† c_j has the value tr X − tr(XG) in the given field, so equal traces tr(XG) mean equal measured values.

The passage from the many-body trace over Fock space to det(1 + M) and (1 + M)⁻¹ is the step that connects these matrices to the simulated fermions. It is taken here as the physical reading of the definitions.

```lean
/-- `G` is the equal-time Green function of the slice product `M`: it inverts `1 + M`. -/
def IsGreen (M G : Matrix n n ℂ) : Prop := (1 + M) * G = 1
```

## Propagators compose and invert

Multiples of the same K commute, so their exponentials multiply as numbers do:

exp(−sK) exp(−tK) = exp(−(s + t)K).

The proof splits the exponent into two commuting terms and applies Mathlib's rule for the exponential of a sum.

```lean
/-- Propagation over `t` followed by propagation over `s` is propagation over `s + t`. -/
theorem hop_mul (K : Matrix n n ℂ) (s t : ℝ) : hop K s * hop K t = hop K (s + t) := by
  have h : (-(s + t)) • K = (-s) • K + (-t) • K := by module
  unfold hop
  rw [h, Matrix.exp_add_of_commute _ _ (((Commute.refl K).smul_left _).smul_right _)]
```

Setting t = −s gives

exp(−sK) exp(sK) = exp(0) = 1.

```lean
/-- Propagation backwards in imaginary time undoes propagation forwards. -/
theorem hop_mul_neg (K : Matrix n n ℂ) (s : ℝ) : hop K s * hop K (-s) = 1 := by
  rw [hop_mul, add_neg_cancel]
  simp [hop, NormedSpace.exp_zero]
```

## Conjugation passes through the whole product

The claim is

Q_L = S P_L S⁻¹ for every L.

For L = 0 both sides equal 1. If it holds for l, the one-slice identity C_l = S B_l S⁻¹ gives

Q_(l+1) = C_l Q_l = (S B_l S⁻¹)(S P_l S⁻¹) = S B_l P_l S⁻¹ = S P_(l+1) S⁻¹.

In the Lean proof `hslice` is the one-slice identity, which rests on S exp(−τK) = S⁻¹, recorded as `hhalf`. The induction then follows the line above, and the `calc` block brings the inner pair S⁻¹S together and removes it.

```lean
/-- The symmetric slice product is the asymmetric one conjugated by `S = exp(τ K/2)`. -/
theorem symProduct_eq (K : Matrix n n ℂ) (τ : ℝ) (D : ℕ → Matrix n n ℂ) (L : ℕ) :
    symProduct K τ D L = hop K (-(τ / 2)) * asymProduct K τ D L * hop K (τ / 2) := by
  have hRS := hop_mul_neg K (τ / 2)
  have hSR := mul_eq_one_comm.mp hRS
  have hhalf : hop K (-(τ / 2)) * hop K τ = hop K (τ / 2) := by
    rw [hop_mul]
    congr 1
    ring
  -- a single slice is conjugated by `S`
  have hslice : ∀ A, symSlice K τ A =
      hop K (-(τ / 2)) * asymSlice K τ A * hop K (τ / 2) := by
    intro A
    unfold symSlice asymSlice
    rw [← mul_assoc (hop K (-(τ / 2))), hhalf]
  induction L with
  | zero => simp only [symProduct, asymProduct, mul_one, hSR]
  | succ l ih =>
    simp only [symProduct, asymProduct]
    rw [ih, hslice]
    -- the inner factors `S⁻¹ S` cancel between neighbouring slices
    calc _ = hop K (-(τ / 2)) * asymSlice K τ (D l) * (hop K (τ / 2) * hop K (-(τ / 2)))
          * asymProduct K τ D l * hop K (τ / 2) := by simp only [mul_assoc]
      _ = _ := by rw [hRS, mul_one]; simp only [mul_assoc]
```

Since 1 = S S⁻¹, adding the unit matrix preserves the relation:

1 + Q_L = S S⁻¹ + S P_L S⁻¹ = S(1 + P_L)S⁻¹.

```lean
/-- The unit matrix plus the product of the first `L` symmetric slices is the unit matrix plus the
product of the first `L` asymmetric slices, conjugated by `S = exp(τ K/2)`. -/
theorem one_add_symProduct (K : Matrix n n ℂ) (τ : ℝ) (D : ℕ → Matrix n n ℂ) (L : ℕ) :
    1 + symProduct K τ D L =
      hop K (-(τ / 2)) * (1 + asymProduct K τ D L) * hop K (τ / 2) := by
  rw [symProduct_eq, mul_add, add_mul, mul_one, mul_eq_one_comm.mp (hop_mul_neg K (τ / 2))]
```

## Equal determinants

Taking determinants,

det(1 + Q_L) = det S · det(1 + P_L) · det S⁻¹ = det(1 + P_L),

because det S · det S⁻¹ = det 1 = 1. The theorem has no invertibility hypothesis: if one determinant vanishes, so does the other. It holds for every K, τ, L and sequence of interaction matrices, and it compares the two determinants one field configuration at a time.

```lean
/-- Symmetric and asymmetric slices give the same fermion determinant for every
sequence of interaction matrices. -/
theorem det_symmetric_eq (K : Matrix n n ℂ) (τ : ℝ) (D : ℕ → Matrix n n ℂ) (L : ℕ) :
    (1 + symProduct K τ D L).det = (1 + asymProduct K τ D L).det := by
  have h : (hop K (-(τ / 2))).det * (hop K (τ / 2)).det = 1 := by
    rw [← Matrix.det_mul, mul_eq_one_comm.mp (hop_mul_neg K (τ / 2)), Matrix.det_one]
  rw [one_add_symProduct, Matrix.det_mul, Matrix.det_mul]
  linear_combination (1 + asymProduct K τ D L).det * h
```

## Conjugate Green functions

Suppose that G satisfies (1 + P_L)G = 1. Then

(1 + Q_L)(S G S⁻¹) = S(1 + P_L) S⁻¹ S G S⁻¹ = S(1 + P_L) G S⁻¹ = S S⁻¹ = 1.

So S G S⁻¹ is a Green function of the symmetric product. It is the only one, since a left inverse and a right inverse of the same matrix coincide. The theorem states existence and uniqueness together: a matrix `Gs` is a symmetric Green function if and only if it equals S G S⁻¹. In the proof, `key` is the computation above.

```lean
/-- If the asymmetric slices have the Green function `G`, then the symmetric slices have
exactly one Green function, `S G S⁻¹` with `S = exp(τ K/2)`. -/
theorem green_symmetric_iff {K : Matrix n n ℂ} {τ : ℝ} {D : ℕ → Matrix n n ℂ} {L : ℕ}
    {G : Matrix n n ℂ} (hG : IsGreen (asymProduct K τ D L) G) (Gs : Matrix n n ℂ) :
    IsGreen (symProduct K τ D L) Gs ↔ Gs = hop K (-(τ / 2)) * G * hop K (τ / 2) := by
  have hRS := hop_mul_neg K (τ / 2)
  have hG' : (1 + asymProduct K τ D L) * G = 1 := hG
  have key : (1 + symProduct K τ D L) * (hop K (-(τ / 2)) * G * hop K (τ / 2)) = 1 := by
    rw [one_add_symProduct]
    calc _ = hop K (-(τ / 2)) * (1 + asymProduct K τ D L)
          * (hop K (τ / 2) * hop K (-(τ / 2))) * G * hop K (τ / 2) := by
            simp only [mul_assoc]
      _ = hop K (-(τ / 2)) * ((1 + asymProduct K τ D L) * G) * hop K (τ / 2) := by
            rw [hRS, mul_one]; simp only [mul_assoc]
      _ = 1 := by rw [hG', mul_one, mul_eq_one_comm.mp hRS]
  constructor
  · intro h
    exact (left_inv_eq_right_inv (mul_eq_one_comm.mp key) h).symm
  · rintro rfl
    exact key
```

## One-body measurements

Write G_sym for the symmetric Green function. For any one-body matrix X, cyclicity of the trace gives

tr(X G_sym) = tr(X S G S⁻¹) = tr(S⁻¹ X S G).

A symmetric measurement can thus be made with the asymmetric Green function, provided X is first replaced by S⁻¹ X S. This matters for a quantity such as the density on one site, whose matrix generally does not commute with K.

```lean
/-- Measuring any one-body matrix `X` with the symmetric Green function equals measuring
`S⁻¹ X S` with the asymmetric one, where `S = exp(τ K/2)`. -/
theorem trace_symmetric_eq {K : Matrix n n ℂ} {τ : ℝ} {D : ℕ → Matrix n n ℂ} {L : ℕ}
    {G Gs : Matrix n n ℂ} (hG : IsGreen (asymProduct K τ D L) G)
    (hGs : IsGreen (symProduct K τ D L) Gs) (X : Matrix n n ℂ) :
    (X * Gs).trace = (hop K (τ / 2) * X * hop K (-(τ / 2)) * G).trace := by
  rw [(green_symmetric_iff hG Gs).mp hGs, ← mul_assoc, Matrix.trace_mul_comm]
  simp only [mul_assoc]
```

If X commutes with K, it commutes with the exponentials of K as well, so S⁻¹ X S = X and

tr(X G_sym) = tr(X G).

The choices X = 1 and X = K give the particle number and the hopping energy. In the proof, `hc` carries the commutation from K to S⁻¹, after which S⁻¹ and S cancel.

```lean
/-- For every one-body matrix `X` that commutes with the hopping matrix `K`, the symmetric
and asymmetric Green functions give the same trace. -/
theorem trace_eq_of_commute {K : Matrix n n ℂ} {τ : ℝ} {D : ℕ → Matrix n n ℂ} {L : ℕ}
    {G Gs X : Matrix n n ℂ} (hG : IsGreen (asymProduct K τ D L) G)
    (hGs : IsGreen (symProduct K τ D L) Gs) (hX : Commute X K) :
    (X * Gs).trace = (X * G).trace := by
  have hc : Commute X (hop K (τ / 2)) := (hX.smul_right (-(τ / 2))).exp_right
  rw [trace_symmetric_eq hG hGs, ← hc.eq, mul_assoc X, hop_mul_neg, mul_one]
```

## What equal traces say about X

Now suppose that, for a fixed X, the two traces agree for every single-slice interaction matrix D for which the Green functions exist. Put Y = S⁻¹ X S. Given any invertible matrix A with inverse G, choose

D = exp(τK)(A − 1).

Then B = A − 1, so 1 + B = A, and G is the Green function of this slice. The assumption becomes

tr(YG) = tr(XG) for every invertible G.

This is `key` in the next proof. Let E_ij be the matrix with a single entry 1 in row i and column j. The choices G = 1 and G = 1 + E_ij give

tr Y = tr X

tr Y + Y_ji = tr X + X_ji

and hence Y_ji = X_ji for all i and j. The second choice is allowed because 1 + E_ij has the inverse 1 − E_ij for i ≠ j, and 1 − E_ii/2 for i = j; these are the two branches of the case distinction in Lean. From Y = X it follows that

X S⁻¹ = (S⁻¹ X S) S⁻¹ = S⁻¹ X.

The conclusion is that X commutes with exp(−τK/2), which can be weaker than commuting with K: at τ = 0 every X qualifies. For Hermitian K and τ ≠ 0 the two conditions agree by ordinary spectral theory, a supplement to the theorem below. The assumption ranges over all matrices D, so the theorem does not say what follows from agreement for diagonal field matrices alone.

```lean
/-- Conversely, if both Green functions give the same trace with `X` for every interaction
matrix of a single slice for which they exist, then `X` commutes with `exp(-τ K/2)`. -/
theorem commute_of_trace_eq {K X : Matrix n n ℂ} {τ : ℝ}
    (h : ∀ D G Gs : Matrix n n ℂ, IsGreen (asymProduct K τ (fun _ => D) 1) G →
      IsGreen (symProduct K τ (fun _ => D) 1) Gs → (X * Gs).trace = (X * G).trace) :
    Commute X (hop K (τ / 2)) := by
  -- the two traces agree for every invertible `G`, as it is the Green function of some slice
  have key : ∀ A G : Matrix n n ℂ, A * G = 1 →
      (hop K (τ / 2) * X * hop K (-(τ / 2)) * G).trace = (X * G).trace := by
    intro A G hAG
    have hG : IsGreen (asymProduct K τ (fun _ => hop K (-τ) * (A - 1)) 1) G := by
      simp only [IsGreen, asymProduct, asymSlice, mul_one]
      rw [← mul_assoc, hop_mul_neg, one_mul, add_sub_cancel, hAG]
    have hGs := (green_symmetric_iff hG _).mpr rfl
    rw [← trace_symmetric_eq hG hGs]
    exact h _ _ _ hG hGs
  have hY : hop K (τ / 2) * X * hop K (-(τ / 2)) = X := by
    ext j i
    have htr : ∀ M : Matrix n n ℂ, (M * Matrix.single i j 1).trace = M j i := by
      intro M
      simp [Matrix.trace, Matrix.mul_apply, Matrix.single_apply, ite_and]
    -- test with `G = 1` and with `G = 1 + E`, where `E` is a matrix unit
    have h1 := key 1 1 (mul_one 1)
    have h2 : ∃ A : Matrix n n ℂ, A * (1 + Matrix.single i j 1) = 1 := by
      by_cases hij : i = j
      · subst hij
        have hE : Matrix.single i i (1 : ℂ) * Matrix.single i i 1 = Matrix.single i i 1 := by
          simp
        refine ⟨1 - (1 / 2 : ℂ) • Matrix.single i i 1, ?_⟩
        rw [sub_mul, one_mul, smul_mul_assoc, mul_add, mul_one, hE]
        module
      · have hE : Matrix.single i j (1 : ℂ) * Matrix.single i j 1 = 0 := by
          simp [Ne.symm hij]
        refine ⟨1 - Matrix.single i j 1, ?_⟩
        rw [sub_mul, one_mul, mul_add, mul_one, hE]
        abel
    obtain ⟨A, hA⟩ := h2
    have h3 := key A _ hA
    rw [mul_add, mul_add, Matrix.trace_add, Matrix.trace_add, htr, htr, h1] at h3
    exact add_left_cancel h3
  change X * hop K (τ / 2) = hop K (τ / 2) * X
  calc X * hop K (τ / 2)
      = hop K (τ / 2) * X * hop K (-(τ / 2)) * hop K (τ / 2) := by rw [hY]
    _ = hop K (τ / 2) * X := by
      rw [mul_assoc, mul_eq_one_comm.mp (hop_mul_neg K (τ / 2)), mul_one]
```

## A two-site instance

Consider two sites with hopping amplitude 1 as the unit of energy, so that K has rows (0, −1) and (−1, 0). Let T have rows (1, 1) and (0, 1), and take D = exp(τK) T. The hopping factors cancel and B = T, so

1 + B has rows (2, 1) and (0, 2),

G has rows (1/2, −1/4) and (0, 1/2).

Multiplying the two gives the unit matrix for every τ, which Lean checks entry by entry. The Green-function hypothesis is therefore satisfied in a concrete case, and the conjugation theorem supplies the symmetric Green function. This D was chosen for its simple algebra and does not represent a sampled auxiliary field.

```lean
/-- A two-site hopping matrix and one interaction matrix for which the asymmetric slice has
an explicit Green function. -/
theorem isGreen_witness (τ : ℝ) :
    IsGreen (asymProduct !![0, -1; -1, 0] τ
      (fun _ => hop !![0, -1; -1, 0] (-τ) * !![1, 1; 0, 1]) 1)
      !![1 / 2, -1 / 4; 0, 1 / 2] := by
  simp only [IsGreen, asymProduct, asymSlice, mul_one]
  rw [← mul_assoc, hop_mul_neg, one_mul]
  ext i j
  fin_cases i <;> fin_cases j <;>
    norm_num [Matrix.mul_apply, Fin.sum_univ_succ, Matrix.one_apply]

end DeterminantQMCSymmetricSlices
```

```lean
#print axioms DeterminantQMCSymmetricSlices.det_symmetric_eq
-- 'DeterminantQMCSymmetricSlices.det_symmetric_eq' depends on axioms: [propext, Classical.choice, Quot.sound]
#print axioms DeterminantQMCSymmetricSlices.green_symmetric_iff
-- 'DeterminantQMCSymmetricSlices.green_symmetric_iff' depends on axioms: [propext, Classical.choice, Quot.sound]
#print axioms DeterminantQMCSymmetricSlices.trace_eq_of_commute
-- 'DeterminantQMCSymmetricSlices.trace_eq_of_commute' depends on axioms: [propext, Classical.choice, Quot.sound]
#print axioms DeterminantQMCSymmetricSlices.commute_of_trace_eq
-- 'DeterminantQMCSymmetricSlices.commute_of_trace_eq' depends on axioms: [propext, Classical.choice, Quot.sound]
```
